# Powers of a Seitz operator: (R, t)^m = (R^m, ∑(j < m) R^j t)

A sixfold screw axis turns a crystal through 60° and shifts it along the axis. After six applications every direction is back where it started, but the atoms need not be: a net translation may remain. If the axis does not pass through the origin, the translation part of the operation also has components perpendicular to the axis, and it is less obvious what they add up to. What is the net shift after m applications, and when does it vanish?

## Adding up the translations

Let R be a square matrix and t a vector, with entries in a commutative ring K. The Seitz operator (R, t) sends a point x to R x + t. Applying (S, u) first and (R, t) second gives

R (S x + u) + t = (R S) x + (R u + t),

so the product is

(R, t)(S, u) = (R S, R u + t),

with identity (1, 0). Write g = (R, t) and

wₘ = ∑(j < m) R^j t,

where j runs from 0 to m − 1 and w₀ = 0. The claim is g^m = (R^m, wₘ). For m = 0 both sides are (1, 0). If it holds for m, then

g^(m+1) = (R^m, wₘ)(R, t) = (R^(m+1), R^m t + wₘ),

and R^m t + wₘ = wₘ₊₁.

Suppose now that R t = t, as when the translation points along the rotation axis. Then R^(j+1) t = R^j (R t) = R^j t, so by induction every R^j t equals t, and wₘ = m t.

Suppose instead that R^m = 1. The products g g^m and g^m g are equal, and so are their translation parts:

R wₘ + t = R^m t + wₘ = t + wₘ.

Cancelling t gives R wₘ = wₘ. For a rotation, the net shift therefore lies along the axis, whatever the direction of t.

## When some point stays fixed

Keep R^m = 1, and let m be invertible in K. Then g has a fixed point exactly when g^m is the identity.

If g x = x, then g^m x = x as well. This reads x + wₘ = x, so wₘ = 0 and g^m = (1, 0).

Conversely, let g^m = (1, 0). Let sₖ be the image of the origin after k applications of g. Then s₀ = 0, sₘ = 0 and R sₖ + t = sₖ₊₁. Summing the last relation over k < N gives

R ∑(k < N) sₖ + N t = ∑(k < N) sₖ₊₁ = ∑(k < N) sₖ + s_N,

where the last step uses s₀ = 0. For N = m the final term vanishes, and division by m shows that the centroid

(1/m) ∑(k < m) sₖ

is fixed by g.

The division needs m to be invertible. Over the integers in one dimension, take R = −1, t = 1 and m = 2. The map x ↦ −x + 1 squares to the identity, but a fixed point would satisfy 2x = 1, which no integer does. The inversion centre lies halfway between two lattice points.

## Operators, action and product in Lean

```lean
import Mathlib

open Matrix

namespace SeitzPowers
```

A Seitz operator is stored as a pair. The type `n` labels the coordinates and `K` holds their values; `rot` is R and `trans` is t.

```lean
/-- A Seitz operator `(R, t)`: a matrix part `R` and a translation part `t`. -/
@[ext] structure Seitz (n K : Type*) where
  /-- The matrix part. -/
  rot : Matrix n n K
  /-- The translation part. -/
  trans : n → K
```

Despite its name, `rot` may be any square matrix. It need not be orthogonal, or even invertible, and there is no metric and no lattice. Translations are kept in full and are not reduced modulo lattice vectors, which is what allows a net shift by a whole lattice vector to be seen.

From here on `n` is finite and `K` is a commutative ring. The symbol `*ᵥ` is the product of a matrix with a vector.

```lean
variable {n K : Type*} [Fintype n] [DecidableEq n] [CommRing K]

/-- The action of a Seitz operator on a point, `x ↦ R x + t`. -/
def Seitz.act (g : Seitz n K) (x : n → K) : n → K := g.rot *ᵥ x + g.trans
```

The multiplication fixes the convention that the right-hand factor acts first.

```lean
/-- The product `(R, t)(S, u) = (R S, R u + t)`. -/
instance : Mul (Seitz n K) :=
  ⟨fun g h => ⟨g.rot * h.rot, g.rot *ᵥ h.trans + g.trans⟩⟩

/-- The identity operator `(1, 0)`. -/
instance : One (Seitz n K) := ⟨⟨1, 0⟩⟩
```

Because singular matrices are allowed, an operator need not have an inverse in general, so the operators are given the structure of a monoid and not that of a group. That is enough to define natural powers. Each law is checked separately on the matrix part and on the translation part, which is what `Seitz.ext` arranges; associativity of the translation parts comes from distributing a matrix over a sum.

```lean
/-- Seitz operators form a monoid under the product. -/
instance : Monoid (Seitz n K) where
  mul_assoc a b c := by
    apply Seitz.ext
    · exact Matrix.mul_assoc a.rot b.rot c.rot
    · change (a.rot * b.rot) *ᵥ c.trans + (a.rot *ᵥ b.trans + a.trans)
        = a.rot *ᵥ (b.rot *ᵥ c.trans + b.trans) + a.trans
      rw [Matrix.mulVec_add, Matrix.mulVec_mulVec, add_assoc]
  one_mul a := by
    apply Seitz.ext
    · exact Matrix.one_mul a.rot
    · change (1 : Matrix n n K) *ᵥ a.trans + 0 = a.trans
      rw [Matrix.one_mulVec, add_zero]
  mul_one a := by
    apply Seitz.ext
    · exact Matrix.mul_one a.rot
    · change a.rot *ᵥ (0 : n → K) + a.trans = a.trans
      rw [Matrix.mulVec_zero, zero_add]
```

The next theorem confirms that the product is composition of the maps on points, by the same expansion as in the derivation.

```lean
omit [DecidableEq n] in
/-- The product of two Seitz operators acts on points as the composition of their actions. -/
theorem act_mul (g h : Seitz n K) (x : n → K) :
    (g * h).act x = g.act (h.act x) := by
  change (g.rot * h.rot) *ᵥ x + (g.rot *ᵥ h.trans + g.trans)
    = g.rot *ᵥ (h.rot *ᵥ x + h.trans) + g.trans
  rw [Matrix.mulVec_add, Matrix.mulVec_mulVec, add_assoc]
```

## The power formula and its invariant case

`Finset.range m` is the set {0, …, m − 1}, so the sum in `seitz_pow` is wₘ. The proof is the induction given above: `pow_succ` splits off one factor on the right, and `Finset.sum_range_succ` splits off the matching last term R^m t.

```lean
/-- The `m`-th power of `(R, t)` is `(R ^ m, ∑_{j < m} R ^ j t)`. -/
theorem seitz_pow (R : Matrix n n K) (t : n → K) (m : ℕ) :
    (⟨R, t⟩ : Seitz n K) ^ m = ⟨R ^ m, ∑ j ∈ Finset.range m, R ^ j *ᵥ t⟩ := by
  induction m with
  | zero =>
    rw [pow_zero]
    apply Seitz.ext
    · exact (pow_zero R).symm
    · change (0 : n → K) = ∑ j ∈ Finset.range 0, R ^ j *ᵥ t
      rw [Finset.sum_range_zero]
  | succ m ih =>
    -- one further factor on the right adds the term `R ^ m t`
    rw [pow_succ, ih]
    apply Seitz.ext
    · exact (pow_succ R m).symm
    · change R ^ m *ᵥ t + ∑ j ∈ Finset.range m, R ^ j *ᵥ t
        = ∑ j ∈ Finset.range (m + 1), R ^ j *ᵥ t
      rw [Finset.sum_range_succ, add_comm]
```

The hypothesis `h` in the following theorem is R t = t. The inner statement `key` says that every R^j t equals t, after which the sum has m equal terms.

```lean
/-- If `R` leaves `t` invariant, the `m`-th power of `(R, t)` is `(R ^ m, m t)`. -/
theorem seitz_pow_of_fixed (R : Matrix n n K) (t : n → K) (h : R *ᵥ t = t) (m : ℕ) :
    (⟨R, t⟩ : Seitz n K) ^ m = ⟨R ^ m, m • t⟩ := by
  have key : ∀ j : ℕ, R ^ j *ᵥ t = t := by
    intro j
    induction j with
    | zero => rw [pow_zero, Matrix.one_mulVec]
    | succ j ih => rw [pow_succ, ← Matrix.mulVec_mulVec, h, ih]
  rw [seitz_pow]
  simp only [key, Finset.sum_const, Finset.card_range]
```

## The net shift and the fixed-point criterion

To compare g g^m with g^m g, the proof uses the two ways of splitting g^(m+1), `pow_succ'` and `pow_succ`, and takes translation parts. Then `hR` replaces R^m by 1, and t is cancelled.

```lean
/-- If `R ^ m = 1`, the translation accumulated in `m` applications of `(R, t)` is
invariant under `R`. -/
theorem accumulated_translation_invariant (R : Matrix n n K) (t : n → K) (m : ℕ)
    (hR : R ^ m = 1) :
    R *ᵥ (∑ j ∈ Finset.range m, R ^ j *ᵥ t) = ∑ j ∈ Finset.range m, R ^ j *ᵥ t := by
  -- compare the translation parts of `g * g ^ m` and `g ^ m * g`
  have h := congrArg Seitz.trans
    ((pow_succ' (⟨R, t⟩ : Seitz n K) m).symm.trans (pow_succ (⟨R, t⟩ : Seitz n K) m))
  rw [seitz_pow] at h
  change R *ᵥ (∑ j ∈ Finset.range m, R ^ j *ᵥ t) + t
    = R ^ m *ᵥ t + ∑ j ∈ Finset.range m, R ^ j *ᵥ t at h
  rw [hR, Matrix.one_mulVec] at h
  exact add_right_cancel (h.trans (add_comm _ _))
```

In the criterion, `hm` says that m is invertible in K. Over the rational or real numbers this means m ≠ 0. The condition `hR` does not require m to be the smallest exponent with R^m = 1.

In the forward direction, `key` shows that a fixed point of g is fixed by every power of g, and the translation part is then read off from `seitz_pow`. In the reverse direction, `c` is the inverse of m, `step` is the relation R sₖ + t = sₖ₊₁, and `tele` is the summed relation, proved by induction on N. The closing `calc` multiplies it by `c` at N = m.

```lean
/-- Let `R ^ m = 1` with `m` invertible in the ring. Then `(R, t)` leaves some point fixed
if and only if its `m`-th power is the identity operator. -/
theorem exists_fixed_point_iff (R : Matrix n n K) (t : n → K) (m : ℕ)
    (hR : R ^ m = 1) (hm : IsUnit (m : K)) :
    (∃ x, (⟨R, t⟩ : Seitz n K).act x = x) ↔ (⟨R, t⟩ : Seitz n K) ^ m = 1 := by
  constructor
  · rintro ⟨x, hx⟩
    -- a fixed point of `g` is fixed by every power of `g`
    have key : ∀ k : ℕ, ((⟨R, t⟩ : Seitz n K) ^ k).act x = x := by
      intro k
      induction k with
      | zero =>
        rw [pow_zero]
        change (1 : Matrix n n K) *ᵥ x + 0 = x
        rw [Matrix.one_mulVec, add_zero]
      | succ k ih => rw [pow_succ, act_mul, hx, ih]
    have h := key m
    rw [seitz_pow] at h ⊢
    change R ^ m *ᵥ x + ∑ j ∈ Finset.range m, R ^ j *ᵥ t = x at h
    rw [hR, Matrix.one_mulVec] at h
    exact Seitz.ext hR (add_left_cancel (h.trans (add_zero x).symm))
  · intro h
    obtain ⟨c, hc⟩ := hm.exists_left_inv
    -- `s k` is the image of the origin after `k` applications
    obtain ⟨s, hs⟩ : ∃ s : ℕ → n → K, ∀ k, s k = ((⟨R, t⟩ : Seitz n K) ^ k).trans :=
      ⟨_, fun _ => rfl⟩
    have hs0 : s 0 = 0 := (hs 0).trans (congrArg Seitz.trans (pow_zero _))
    have hsm : s m = 0 := (hs m).trans (congrArg Seitz.trans h)
    have step : ∀ k, R *ᵥ s k + t = s (k + 1) := by
      intro k
      have e := congrArg Seitz.trans (pow_succ' (⟨R, t⟩ : Seitz n K) k)
      rw [hs k, hs (k + 1)]
      exact e.symm
    have tele : ∀ N : ℕ, R *ᵥ (∑ k ∈ Finset.range N, s k) + (N : K) • t
        = ∑ k ∈ Finset.range N, s k + s N := by
      intro N
      induction N with
      | zero => simp [hs0]
      | succ N ih =>
        rw [Finset.sum_range_succ, Matrix.mulVec_add, Nat.cast_succ, add_smul, one_smul,
          ← step N, ← ih]
        abel
    -- the centroid of the orbit of the origin is fixed
    refine ⟨c • ∑ k ∈ Finset.range m, s k, ?_⟩
    change R *ᵥ (c • ∑ k ∈ Finset.range m, s k) + t = c • ∑ k ∈ Finset.range m, s k
    calc R *ᵥ (c • ∑ k ∈ Finset.range m, s k) + t
        = c • (R *ᵥ (∑ k ∈ Finset.range m, s k) + (m : K) • t) := by
          rw [Matrix.mulVec_smul, smul_add, smul_smul, hc, one_smul]
      _ = c • ∑ k ∈ Finset.range m, s k := by rw [tele m, hsm, add_zero]
```

For a crystallographic operation with real coordinates, the criterion separates rotations and reflections about a possibly displaced axis or plane from screw and glide operations, which leave no point fixed. Programs for the electronic structure of crystals use such operators to symmetrise densities; the theorems here concern only their action on points with finitely many coordinates, not on wavefunctions.

## A sixfold screw in hexagonal axes

In hexagonal axes, with 120° between the first two, a 60° rotation about the third axis sends (x, y, z) to (x − y, x, z). Its matrix has integer entries, and rational coordinates suffice for the fractional translation.

```lean
/-- The sixfold rotation about the third axis, written in hexagonal lattice coordinates. -/
def sixfold : Matrix (Fin 3) (Fin 3) ℚ := !![1, -1, 0; 1, 0, 0; 0, 0, 1]
```

The translation (0, 0, p/6) is unchanged by this matrix, so the invariant case applies with m = 6:

6 · (0, 0, p/6) = (0, 0, p).

The matrix part follows from R³, which sends (x, y, z) to (−x, −y, z) and therefore squares to the identity.

In the proof, `hfix` is the invariance of the translation, `h2`, `h3` and `h6` compute the matrix powers entry by entry, and `ht` is the multiplication by six. The last line puts them into `seitz_pow_of_fixed`.

```lean
/-- The sixfold rotation combined with a translation by `p / 6` along the third axis has
as its sixth power the pure translation by `p` lattice units along that axis. -/
theorem sixfold_screw_pow_six (p : ℕ) :
    (⟨sixfold, ![0, 0, (p : ℚ) / 6]⟩ : Seitz (Fin 3) ℚ) ^ 6 = ⟨1, ![0, 0, (p : ℚ)]⟩ := by
  have hfix : sixfold *ᵥ ![0, 0, (p : ℚ) / 6] = ![0, 0, (p : ℚ) / 6] := by
    ext i
    fin_cases i <;> simp [sixfold, Matrix.mulVec, dotProduct, Fin.sum_univ_succ]
  have h2 : sixfold * sixfold = !![0, -1, 0; 1, -1, 0; 0, 0, 1] := by
    ext i j
    fin_cases i <;> fin_cases j <;> simp [sixfold, Matrix.mul_apply, Fin.sum_univ_succ]
  -- three steps give the twofold rotation, six steps the identity
  have h3 : sixfold ^ 3 = !![-1, 0, 0; 0, -1, 0; 0, 0, 1] := by
    rw [pow_succ, pow_two, h2]
    ext i j
    fin_cases i <;> fin_cases j <;> simp [sixfold, Matrix.mul_apply, Fin.sum_univ_succ]
  have h6 : sixfold ^ 6 = 1 := by
    calc sixfold ^ 6 = (sixfold ^ 3) ^ 2 := pow_mul sixfold 3 2
      _ = 1 := by
        rw [h3, pow_two]
        ext i j
        fin_cases i <;> fin_cases j <;> simp [Matrix.mul_apply, Fin.sum_univ_succ]
  have ht : (6 : ℕ) • ![0, 0, (p : ℚ) / 6] = ![0, 0, (p : ℚ)] := by
    ext i
    fin_cases i <;> simp
    ring
  rw [seitz_pow_of_fixed _ _ hfix, h6, ht]

end SeitzPowers
```

The number p is any natural number. The values 1 to 5 give the screw axes 6₁ to 6₅, and p = 0 gives the plain rotation. Combined with the fixed-point criterion, the result implies that the operation has no fixed point when p ≠ 0, a consequence that the file does not state as a theorem of its own.

```lean
#print axioms SeitzPowers.seitz_pow_of_fixed
#print axioms SeitzPowers.accumulated_translation_invariant
#print axioms SeitzPowers.exists_fixed_point_iff
#print axioms SeitzPowers.sixfold_screw_pow_six
```

```
'SeitzPowers.seitz_pow_of_fixed' depends on axioms: [propext, Classical.choice, Quot.sound]
'SeitzPowers.accumulated_translation_invariant' depends on axioms: [propext, Classical.choice, Quot.sound]
'SeitzPowers.exists_fixed_point_iff' depends on axioms: [propext, Classical.choice, Quot.sound]
'SeitzPowers.sixfold_screw_pow_six' depends on axioms: [propext, Classical.choice, Quot.sound]
```
